# The squared epsilon metric of two continuous, nonconstant curves aligned at their averages, in terms of their standard deviations and correlation

## Curves, averages and the metric

An equation of state is modelled as a real function f of the volume x, with f(x) the energy. Two such curves, f and g, are compared on the same interval [a,b] with a < b. Both are assumed continuous there, and each takes at least two different values.

```lean
import Mathlib

open Set MeasureTheory

namespace EpsilonMetric

noncomputable section
```

The average gives every volume in the interval equal weight:

⟨f⟩ = (1/(b − a)) ∫ₐᵇ f(x) dx

```lean
/-- The average of a curve over the volume interval from `a` to `b`. -/
def mean (a b : ℝ) (f : ℝ → ℝ) : ℝ := (∫ x in a..b, f x) / (b - a)
```

The centred curve is δf(x) = f(x) − ⟨f⟩. Centring removes the arbitrary zero of energy, which usually differs between codes or pseudopotentials.

```lean
/-- The centred curve: the energy measured from its average over the interval. -/
def fluct (a b : ℝ) (f : ℝ → ℝ) (x : ℝ) : ℝ := f x - mean a b f
```

The covariance is C(f,g) = ⟨δf δg⟩, so C(f,f) is the variance.

```lean
/-- The covariance of two curves over the interval. -/
def cov (a b : ℝ) (f g : ℝ → ℝ) : ℝ :=
  mean a b (fun x => fluct a b f x * fluct a b g x)
```

Write s = √C(f,f) and t = √C(g,g) for the standard deviations. In Lean they are `sd a b f` and `sd a b g`.

```lean
/-- The standard deviation of a curve over the interval. -/
def sd (a b : ℝ) (f : ℝ → ℝ) : ℝ := Real.sqrt (cov a b f f)
```

The correlation coefficient is r = C(f,g)/(s t).

```lean
/-- The correlation coefficient of two curves. -/
def corr (a b : ℝ) (f g : ℝ → ℝ) : ℝ := cov a b f g / (sd a b f * sd a b g)
```

The squared epsilon metric is defined here with the two curves aligned at their averages, so that the numerator contains the centred curves; alignment at the minimum energies is treated in the last section. It is dimensionless:

ε² = ⟨(δf − δg)²⟩ / (s t)

```lean
/-- The squared epsilon metric: the mean-square difference of the centred curves,
divided by the product of their standard deviations. -/
def epsSq (a b : ℝ) (f g : ℝ → ℝ) : ℝ :=
  mean a b (fun x => (fluct a b f x - fluct a b g x) ^ 2) / (sd a b f * sd a b g)
```

The last definition makes "nonconstant" precise. Together with continuity it ensures that s and t are nonzero, so the quotients above are genuine.

```lean
/-- The curve takes at least two different values on the interval. -/
def Nonconstant (a b : ℝ) (f : ℝ → ℝ) : Prop :=
  ∃ x ∈ Icc a b, ∃ y ∈ Icc a b, f x ≠ f y
```

In Lean the curves have type `ℝ → ℝ`, but continuity is required only on `Icc a b`, the closed interval [a,b]. Nothing requires a minimum, convexity or a particular fitting form.

## (a) Continuity of the centred curve

**Task.** Show that δf is continuous on [a,b] if f is.

**Solution.** ⟨f⟩ is a number, and subtracting a constant from a continuous function leaves it continuous. The Lean proof is this same subtraction.

```lean
variable {a b : ℝ} {f g : ℝ → ℝ}

lemma continuousOn_fluct (hf : ContinuousOn f (Icc a b)) :
    ContinuousOn (fluct a b f) (Icc a b) :=
  hf.sub continuousOn_const
```

## (b) The mean square of a linear combination

**Task.** For continuous u and v and real p and q, expand ⟨(p u − q v)²⟩.

**Solution.** At each x,

(p u − q v)² = p² u² + q² v² − 2 p q u v

Each term is continuous, hence integrable, so the average can be taken term by term:

⟨(p u − q v)²⟩ = p² ⟨u²⟩ + q² ⟨v²⟩ − 2 p q ⟨u v⟩

In the proof, `j1`, `j2` and `j3` supply the integrability of the three terms, and `e` is the pointwise expansion. Linearity of the integral does the rest.

```lean
/-- The mean square of a linear combination of two curves, expanded in second moments. -/
theorem mean_sq_combination (hab : a < b) {u v : ℝ → ℝ} (hu : ContinuousOn u (Icc a b))
    (hv : ContinuousOn v (Icc a b)) (p q : ℝ) :
    mean a b (fun x => (p * u x - q * v x) ^ 2) =
      p ^ 2 * mean a b (fun x => u x * u x) + q ^ 2 * mean a b (fun x => v x * v x)
        - 2 * p * q * mean a b (fun x => u x * v x) := by
  have j1 : IntervalIntegrable (fun x => p ^ 2 * (u x * u x)) volume a b :=
    (continuousOn_const.mul (hu.mul hu)).intervalIntegrable_of_Icc hab.le
  have j2 : IntervalIntegrable (fun x => q ^ 2 * (v x * v x)) volume a b :=
    (continuousOn_const.mul (hv.mul hv)).intervalIntegrable_of_Icc hab.le
  have j3 : IntervalIntegrable (fun x => 2 * p * q * (u x * v x)) volume a b :=
    (continuousOn_const.mul (hu.mul hv)).intervalIntegrable_of_Icc hab.le
  have j12 : IntervalIntegrable
      (fun x => p ^ 2 * (u x * u x) + q ^ 2 * (v x * v x)) volume a b := j1.add j2
  have e : (fun x => (p * u x - q * v x) ^ 2) =
      fun x => p ^ 2 * (u x * u x) + q ^ 2 * (v x * v x) - 2 * p * q * (u x * v x) := by
    funext x
    ring
  rw [e]
  unfold mean
  rw [intervalIntegral.integral_sub j12 j3, intervalIntegral.integral_add j1 j2]
  simp only [intervalIntegral.integral_const_mul]
  ring
```

## (c) Positive variance

**Task.** Show that a continuous nonconstant curve has C(f,f) > 0.

**Solution.** Choose x and y in [a,b] with f(x) ≠ f(y). If δf vanished at both, then f(x) = ⟨f⟩ = f(y), a contradiction. So δf(c) ≠ 0 at some c in [a,b]. By continuity (δf)² stays positive on a small part of the interval around c, and it is nowhere negative. Its integral is therefore positive, and so is its average.

The case distinction in Lean asks whether δf(x) is zero, and takes y as the point c if it is. The lemma `intervalIntegral.integral_pos` carries the continuity argument.

```lean
/-- A continuous nonconstant curve has positive variance. -/
theorem variance_pos (hab : a < b) (hf : ContinuousOn f (Icc a b))
    (nf : Nonconstant a b f) : 0 < cov a b f f := by
  have hc := continuousOn_fluct hf
  -- somewhere the curve departs from its average
  have hne : ∃ c ∈ Icc a b, fluct a b f c ≠ 0 := by
    obtain ⟨x, hx, y, hy, hxy⟩ := nf
    by_cases h : fluct a b f x = 0
    · refine ⟨y, hy, fun h' => hxy ?_⟩
      unfold fluct at h h'
      linarith
    · exact ⟨x, hx, h⟩
  obtain ⟨c, hcm, hc0⟩ := hne
  exact div_pos (intervalIntegral.integral_pos hab (hc.mul hc)
    (fun x _ => mul_self_nonneg _) ⟨c, hcm, mul_self_pos.2 hc0⟩) (sub_pos.2 hab)
```

## (d) Positive standard deviation

**Task.** Deduce that s > 0.

**Solution.** s is the square root of the variance, which is positive by (c).

```lean
lemma sd_pos (hab : a < b) (hf : ContinuousOn f (Icc a b)) (nf : Nonconstant a b f) :
    0 < sd a b f := Real.sqrt_pos.2 (variance_pos hab hf nf)
```

## (e) The square of the standard deviation

**Task.** Check that s² = C(f,f).

**Solution.** Squaring the square root of a nonnegative number returns that number, and (c) gives the sign.

```lean
lemma sd_sq (hab : a < b) (hf : ContinuousOn f (Icc a b)) (nf : Nonconstant a b f) :
    sd a b f ^ 2 = cov a b f f := Real.sq_sqrt (variance_pos hab hf nf).le
```

## (f) Amplitude and shape in the metric

**Task.** Express ε² through s, t and r, bound it from below by 2(1 − r), and find when the bound is attained.

**Solution.** Put u = δf, v = δg and p = q = 1 in (b):

⟨(δf − δg)²⟩ = s² + t² − 2 C(f,g)

Division by s t gives

ε² = s/t + t/s − 2r

Since s² + t² = 2 s t + (s − t)²,

s/t + t/s = 2 + (s − t)²/(s t)

and therefore

ε² = 2(1 − r) + (s − t)²/(s t)

The last term is nonnegative, which proves the bound. It is zero exactly when s = t, which settles equality.

The theorem states these three results as one conjunction. In its proof, `hn` is the expanded numerator, `main` the identity, `gap` the completed square and `hq` its sign. The two directions of the equality case come last.

For electronic structure, this splits the disagreement between two energy–volume curves, continuous and nonconstant on a common finite interval, into a part from correlation and a part from unequal amplitude.

```lean
/-- The squared epsilon metric equals `s/t + t/s - 2r`; it is at least `2(1 - r)`,
with equality exactly when the two standard deviations agree. -/
theorem epsSq_decomposition (hab : a < b) (hf : ContinuousOn f (Icc a b))
    (hg : ContinuousOn g (Icc a b)) (nf : Nonconstant a b f) (ng : Nonconstant a b g) :
    epsSq a b f g = sd a b f / sd a b g + sd a b g / sd a b f - 2 * corr a b f g ∧
    2 * (1 - corr a b f g) ≤ epsSq a b f g ∧
    (epsSq a b f g = 2 * (1 - corr a b f g) ↔ sd a b f = sd a b g) := by
  have hs := sd_pos hab hf nf
  have ht := sd_pos hab hg ng
  have hs0 := hs.ne'
  have ht0 := ht.ne'
  have hn : mean a b (fun x => (fluct a b f x - fluct a b g x) ^ 2) =
      sd a b f ^ 2 + sd a b g ^ 2 - 2 * cov a b f g := by
    have h := mean_sq_combination hab (continuousOn_fluct hf) (continuousOn_fluct hg) 1 1
    simp only [one_mul, one_pow, mul_one] at h
    rw [sd_sq hab hf nf, sd_sq hab hg ng]
    exact h
  have main : epsSq a b f g =
      sd a b f / sd a b g + sd a b g / sd a b f - 2 * corr a b f g := by
    rw [epsSq, hn, corr]
    field_simp
  -- completing the square: the sum of the two ratios is 2 plus a square over a product
  have gap : sd a b f / sd a b g + sd a b g / sd a b f =
      2 + (sd a b f - sd a b g) ^ 2 / (sd a b f * sd a b g) := by
    field_simp
    ring
  have hq : 0 ≤ (sd a b f - sd a b g) ^ 2 / (sd a b f * sd a b g) := by positivity
  refine ⟨main, by linarith, fun h => ?_, fun h => ?_⟩
  · have h0 : (sd a b f - sd a b g) ^ 2 / (sd a b f * sd a b g) = 0 := by linarith
    have h1 := (div_eq_zero_iff.1 h0).resolve_right (mul_pos hs ht).ne'
    exact sub_eq_zero.1 (pow_eq_zero_iff two_ne_zero |>.1 h1)
  · rw [main, h, div_self ht0]
    ring
```

## (g) The upper bound on the correlation

**Task.** Show that r ≤ 1, so that the lower bound in (f) is never negative.

**Solution.** Use (b) with u = δf, v = δg, p = t and q = s. A mean square is nonnegative, so

0 ≤ ⟨(t δf − s δg)²⟩ = t² s² + s² t² − 2 s t C(f,g) = 2 s t (s t − C(f,g))

Since s t > 0, it follows that C(f,g) ≤ s t, which is r ≤ 1.

Lean finishes by contradiction: if C(f,g) exceeded s t, the product s t (C(f,g) − s t) would be positive, and `nlinarith` combines this with the inequality above.

```lean
/-- The correlation coefficient of two continuous nonconstant curves is at most one. -/
theorem corr_le_one (hab : a < b) (hf : ContinuousOn f (Icc a b))
    (hg : ContinuousOn g (Icc a b)) (nf : Nonconstant a b f) (ng : Nonconstant a b g) :
    corr a b f g ≤ 1 := by
  have hst := mul_pos (sd_pos hab hf nf) (sd_pos hab hg ng)
  have h : mean a b (fun x => (sd a b g * fluct a b f x - sd a b f * fluct a b g x) ^ 2) =
      sd a b g ^ 2 * cov a b f f + sd a b f ^ 2 * cov a b g g
        - 2 * sd a b g * sd a b f * cov a b f g :=
    mean_sq_combination hab (continuousOn_fluct hf) (continuousOn_fluct hg) _ _
  have h0 : 0 ≤ mean a b
      (fun x => (sd a b g * fluct a b f x - sd a b f * fluct a b g x) ^ 2) :=
    div_nonneg (intervalIntegral.integral_nonneg hab.le (fun x _ => sq_nonneg _))
      (sub_pos.2 hab).le
  rw [h, ← sd_sq hab hf nf, ← sd_sq hab hg ng] at h0
  rw [corr, div_le_one hst]
  by_contra hlt
  nlinarith [mul_pos hst (sub_pos.2 (not_le.1 hlt))]
```

## (h) When the metric vanishes

**Task.** Show that, for f and g continuous and nonconstant on [a,b], ε² = 0 exactly when δf = δg everywhere on [a,b].

**Solution.** If the centred curves differ at one point, then (δf − δg)² is positive there and, by continuity, on a small part of the interval. Its average is positive, and so is ε². Conversely, if the centred curves coincide on [a,b], the numerator is the average of zero.

The condition δf = δg means that f and g differ by a constant on the interval. A shift of the energy zero is thus the only difference that the metric ignores completely.

In the first direction `hp` is the positivity of ε²; in the second, `intervalIntegral.integral_congr` replaces the integrand by zero.

```lean
/-- The squared epsilon metric vanishes exactly when the centred curves coincide on the interval. -/
theorem epsSq_eq_zero_iff (hab : a < b) (hf : ContinuousOn f (Icc a b))
    (hg : ContinuousOn g (Icc a b)) (nf : Nonconstant a b f) (ng : Nonconstant a b g) :
    epsSq a b f g = 0 ↔ ∀ x ∈ Icc a b, fluct a b f x = fluct a b g x := by
  have hst := mul_pos (sd_pos hab hf nf) (sd_pos hab hg ng)
  constructor
  · intro h x hx
    by_contra hne
    -- a difference at one point gives a positive mean square by continuity
    have hp : 0 < epsSq a b f g := div_pos (div_pos (intervalIntegral.integral_pos hab
      (((continuousOn_fluct hf).sub (continuousOn_fluct hg)).pow 2)
      (fun y _ => sq_nonneg _) ⟨x, hx, pow_pos_of_ne hne⟩) (sub_pos.2 hab)) hst
    exact hp.ne' h
  · intro h
    have hi : ∫ x in a..b, (fluct a b f x - fluct a b g x) ^ 2 = ∫ _x in a..b, (0 : ℝ) := by
      apply intervalIntegral.integral_congr
      intro x hx
      rw [uIcc_of_le hab.le] at hx
      simp [h x hx]
    simp [epsSq, mean, hi]
where
  pow_pos_of_ne {u v : ℝ} (h : u ≠ v) : 0 < (u - v) ^ 2 :=
    sq_pos_of_ne_zero (sub_ne_zero.2 h)
```

## (i) An amplitude error that correlation misses

**Task.** Let f be continuous and nonconstant on [a,b], and let g = c f + d with c > 0. Compute r and ε².

**Solution.** The average is ⟨g⟩ = c ⟨f⟩ + d, so d drops out and δg = c δf. Hence

C(f,g) = c s²,  t = c s

where the second equation uses c > 0. Then

r = c s²/(s · c s) = 1

ε² = (1 − c)² s²/(c s²) = (c − 1)²/c

For c = 1.1 the correlation is perfect, yet ε² = 0.01/1.1 ≈ 0.0091. If f has a smooth minimum inside the interval, with positive second derivative there, this rescaling keeps the equilibrium volume and raises the bulk modulus there by ten per cent.

In Lean, `hm` and `hfl` give the average and the centred curve of g, `h1` and `h2` its covariance with f and its standard deviation, and `h3` the numerator of ε².

```lean
/-- Rescaling a curve by `c > 0` and shifting it leaves the correlation with the original
at one, while the squared epsilon metric is `(c - 1)² / c`. -/
theorem rescaled_curve (hab : a < b) (hf : ContinuousOn f (Icc a b))
    (nf : Nonconstant a b f) {c : ℝ} (hc : 0 < c) (d : ℝ) :
    corr a b f (fun x => c * f x + d) = 1 ∧
    epsSq a b f (fun x => c * f x + d) = (c - 1) ^ 2 / c := by
  have hs0 := (sd_pos hab hf nf).ne'
  have hba : b - a ≠ 0 := (sub_pos.2 hab).ne'
  have hi : IntervalIntegrable (fun x => c * f x) volume a b :=
    (continuousOn_const.mul hf).intervalIntegrable_of_Icc hab.le
  have hm : mean a b (fun x => c * f x + d) = c * mean a b f + d := by
    unfold mean
    rw [intervalIntegral.integral_add hi intervalIntegrable_const,
      intervalIntegral.integral_const_mul, intervalIntegral.integral_const, smul_eq_mul,
      add_div, mul_div_assoc, mul_div_cancel_left₀ d hba]
  have hfl : ∀ x, fluct a b (fun x => c * f x + d) x = c * fluct a b f x := by
    intro x
    simp only [fluct, hm]
    ring
  have hk : ∀ (k : ℝ) (w : ℝ → ℝ), mean a b (fun x => k * w x) = k * mean a b w := by
    intro k w
    simp only [mean, intervalIntegral.integral_const_mul, mul_div_assoc]
  have h1 : cov a b f (fun x => c * f x + d) = c * sd a b f ^ 2 := by
    rw [sd_sq hab hf nf, cov, cov, ← hk]
    congr 1
    funext x
    rw [hfl]
    ring
  have h2 : sd a b (fun x => c * f x + d) = c * sd a b f := by
    have h : cov a b (fun x => c * f x + d) (fun x => c * f x + d) =
        c ^ 2 * cov a b f f := by
      rw [cov, cov, ← hk]
      congr 1
      funext x
      rw [hfl]
      ring
    rw [sd, h, Real.sqrt_mul (sq_nonneg c), Real.sqrt_sq hc.le, sd]
  have h3 : mean a b (fun x => (fluct a b f x - fluct a b (fun x => c * f x + d) x) ^ 2) =
      (c - 1) ^ 2 * sd a b f ^ 2 := by
    rw [sd_sq hab hf nf, cov, ← hk]
    congr 1
    funext x
    rw [hfl]
    ring
  constructor
  · rw [corr, h1, h2]
    field_simp
  · rw [epsSq, h3, h2]
    field_simp

end

end EpsilonMetric
```

```lean
#print axioms EpsilonMetric.epsSq_decomposition
#print axioms EpsilonMetric.corr_le_one
#print axioms EpsilonMetric.epsSq_eq_zero_iff
#print axioms EpsilonMetric.rescaled_curve
```

```
'EpsilonMetric.epsSq_decomposition' depends on axioms: [propext, Classical.choice, Quot.sound]
'EpsilonMetric.corr_le_one' depends on axioms: [propext, Classical.choice, Quot.sound]
'EpsilonMetric.epsSq_eq_zero_iff' depends on axioms: [propext, Classical.choice, Quot.sound]
'EpsilonMetric.rescaled_curve' depends on axioms: [propext, Classical.choice, Quot.sound]
```

## Sampled volumes and other alignments

A calculation supplies energies at a finite set of volumes. One can fit a curve to each data set and evaluate the averages by quadrature. If all averages use the same nodes and the same positive weights summing to one, the algebra of (f) carries over to the weighted sums, provided both sampled curves vary. Comparing the direct value of ε² with s/t + t/s − 2r then tests an implementation. For nearly identical curves the direct form is the safer one in floating-point arithmetic. Both forms subtract nearly equal numbers, but the direct one does so before squaring, when the difference is of relative size ε; in the other form it is of relative size ε².

When fitted equations of state from different codes are compared, the curves are commonly aligned at their minimum energies instead of their averages. With f and g now denoting the curves after that alignment, the numerator would become

⟨(f − g)²⟩ = ⟨(δf − δg)²⟩ + (⟨f⟩ − ⟨g⟩)²

With the same denominator, ε² would gain the term (⟨f⟩ − ⟨g⟩)²/(s t), which changes the identity of (f) and the value in (i) whenever the two averages differ. The lower bound 2(1 − r) would survive, but equality would require ⟨f⟩ = ⟨g⟩ as well as s = t.
